# For standing waves jointly continuous in wave number and position, the overlap on a finite interval is continuous at equal wave numbers

One particle moves on a half-line in a potential `v`, with a hard wall at z = 0, and its real standing waves take the form sin(kz + d(k)) from `R₀` outwards, so they have unit amplitude there and are not normalised. The waves are assumed to be jointly continuous in wave number k > 0 and position z ≥ 0. The theorem says that for fixed k > 0 and R ≥ 0 the integral of ψ_k ψ_q over [0, R] is continuous in q at q = k, so that it tends to the integral of ψ_k² as q approaches k. The proof replaces q by max(q, k/2) and z by max(z, 0), which gives an integrand continuous on the whole plane, and applies a Mathlib lemma on integrals that depend on a parameter. It then shows that for q > k/2 the replacement leaves the integral unchanged.

In Lean, a first try:

```lean
import Mathlib

open Set Filter Topology
open Real (sin cos)

namespace OverlapContinuousAt

/-- Real standing waves `ψ k z` with slope `ψ' k z` on the half-line `z ≥ 0`, in atomic units:
they solve the Schrödinger equation in the potential `v`, vanish at the wall `z = 0`, and have
the form `sin (k z + d k)` from `R₀` outwards, for every wave number `k > 0`. -/
structure StandingWaves (v : ℝ → ℝ) (ψ ψ' : ℝ → ℝ → ℝ) (d : ℝ → ℝ) (R₀ : ℝ) : Prop where
  range_nonneg : 0 ≤ R₀
  continuous_wave : ContinuousOn (fun p : ℝ × ℝ => ψ p.1 p.2) (Ioi 0 ×ˢ Ici 0)
  continuous_deriv : ∀ k > 0, ContinuousOn (ψ' k) (Ici 0)
  deriv_wave : ∀ k > 0, ∀ z > 0, HasDerivAt (ψ k) (ψ' k z) z
  schrodinger : ∀ k > 0, ∀ z > 0, HasDerivAt (ψ' k) ((2 * v z - k ^ 2) * ψ k z) z
  wall : ∀ k > 0, ψ k 0 = 0
  outer : ∀ k > 0, ∀ z ≥ R₀, ψ k z = sin (k * z + d k)

variable {v : ℝ → ℝ} {ψ ψ' : ℝ → ℝ → ℝ} {d : ℝ → ℝ} {R₀ k q R d' : ℝ}

/-- At fixed wave number `k > 0` the standing wave is continuous up to the wall. -/
theorem wave_continuousOn (h : StandingWaves v ψ ψ' d R₀) (hk : 0 < k) :
    ContinuousOn (ψ k) (Ici 0) :=
  h.continuous_wave.comp (f := fun z : ℝ => (k, z))
    (Continuous.continuousOn (by fun_prop)) (fun _ hz => mk_mem_prod hk hz)

/-- For `k > 0` and `R ≥ 0`, the overlap on `[0, R]` of the waves with wave numbers `k` and `q`
is continuous in `q` at `q = k`. -/
theorem overlap_continuousAt (h : StandingWaves v ψ ψ' d R₀) (hk : 0 < k) (hR : 0 ≤ R) :
    ContinuousAt (fun q => ∫ z in (0 : ℝ)..R, ψ k z * ψ q z) k := by
  -- clamp both variables to the region where the waves are continuous
  have hg : Continuous (fun p : ℝ × ℝ => ψ (max p.1 (k / 2)) (max p.2 0)) :=
    h.continuous_wave.comp_continuous
      (f := fun p : ℝ × ℝ => (max p.1 (k / 2), max p.2 0)) (by fun_prop)
      (fun p => mk_mem_prod (lt_of_lt_of_le (half_pos hk) (le_max_right _ _))
        (le_max_right _ _))
  have hc : Continuous (fun z : ℝ => ψ k (max z 0)) :=
    (wave_continuousOn h hk).comp_continuous (f := fun z : ℝ => max z 0)
      (by fun_prop) (fun z => le_max_right _ _)
  have hF : Continuous (Function.uncurry fun q z : ℝ =>
      ψ k (max z 0) * ψ (max q (k / 2)) (max z 0)) :=
    (hc.comp continuous_snd).mul hg
  have hI := intervalIntegral.continuous_parametric_intervalIntegral_of_continuous'
    (μ := MeasureTheory.volume) hF 0 R
  refine hI.continuousAt.congr ?_
  filter_upwards [Ioi_mem_nhds (half_lt_self hk)] with q hq
  have hq' : k / 2 ≤ q := le_of_lt hq
  apply intervalIntegral.integral_congr
  intro z hz
  rw [uIcc_of_le hR] at hz
  simp only [max_eq_left hz.1, max_eq_left hq']

end OverlapContinuousAt
```

The compiler's answer:

```
Main.lean:37:8: error: Application type mismatch: The argument
  le_max_right ?m.110 ?m.111
has type
  ?m.111 ≤ max ?m.110 ?m.111
but is expected to have type
  max p.2 0 ∈ Ici 0
in the application
  mk_mem_prod (lt_of_lt_of_le (half_pos hk) (le_max_right p.1 (k / 2))) (le_max_right ?m.110 ?m.111)
```

Cause. The error is in `hg`, where the proof must show that the replaced position lies in the region where the waves are continuous. Lean expects a proof of `max p.2 0 ∈ Ici 0`, and `le_max_right _ _` offers an inequality, `?m.111 ≤ max ?m.110 ?m.111`, whose two entries are still unknown. Membership in `Ici 0` means `0 ≤ max p.2 0` by definition, so the mathematics is right, but Lean did not unfold the membership to match it with the inequality and so never found the two entries.

The repair puts `mem_Ici.mpr` in front. This lemma turns the membership into the plain inequality `0 ≤ max p.2 0`, from which Lean can read off `p.2` and `0` as the arguments of `le_max_right`.

The diff makes the same change in `hc`. No message complains of that line, so there the change is mere tidying as far as the messages show.

The mended proof, as a diff:

```diff
@@ -35,8 +35,8 @@
       (f := fun p : ℝ × ℝ => (max p.1 (k / 2), max p.2 0)) (by fun_prop)
       (fun p => mk_mem_prod (lt_of_lt_of_le (half_pos hk) (le_max_right _ _))
-        (le_max_right _ _))
+        (mem_Ici.mpr (le_max_right _ _)))
   have hc : Continuous (fun z : ℝ => ψ k (max z 0)) :=
     (wave_continuousOn h hk).comp_continuous (f := fun z : ℝ => max z 0)
-      (by fun_prop) (fun z => le_max_right _ _)
+      (by fun_prop) (fun z => mem_Ici.mpr (le_max_right _ _))
   have hF : Continuous (Function.uncurry fun q z : ℝ =>
       ψ k (max z 0) * ψ (max q (k / 2)) (max z 0)) :=
```
